# The CIS matrix from a determinant and an antisymmetrised interaction

Let $a_p$ be the annihilators of finitely many orthonormal spin orbitals, represented by finite complex matrices, and $a_p^\dagger$ their adjoints, with $\{a_p,a_q\}=0$ and $\{a_p,a_q^\dagger\}=\delta_{pq}$. The unit vector $\Phi$ is a determinant: $a_i^\dagger\Phi=0$ for occupied $i$ and $a_c\Phi=0$ for virtual $c$. Below, $i,j,k$ are occupied, $c,d$ virtual and $p,q,r,s$ arbitrary. With one-electron integrals $h_{pq}$ and antisymmetrised two-electron integrals $v_{pqrs}$, define the Hamiltonian $H$ and the Fock matrix $f$ by

$$H=\sum_{pq}h_{pq}a_p^\dagger a_q+\tfrac14\sum_{pqrs}v_{pqrs}a_p^\dagger a_q^\dagger a_s a_r,\qquad f_{pq}=h_{pq}+\sum_k v_{pkqk},$$

with $v_{qprs}=v_{pqsr}=-v_{pqrs}$. Write $\langle A\rangle=\langle\Phi,A\Phi\rangle$ and $E_0=\langle H\rangle$. Between singly excited determinants, the matrix of configuration interaction singles (CIS), with $E_0$ subtracted, is

$$\langle a_c^\dagger a_i\Phi,(H-E_0)\,a_d^\dagger a_j\Phi\rangle=\delta_{ij}f_{cd}-\delta_{cd}f_{ji}+v_{cjid}.$$

## Use in a singles code

For a finite orbital basis and a single-determinant reference, this identity lets a CIS code build its matrix, or its matrix-vector product, from $f$ and $v$ without forming many-electron matrices. The orbitals need not diagonalise $f$. If $f_{ic}\neq0$ for some occupied $i$ and virtual $c$, however, the singles couple to $\Phi$, and diagonalising this block alone leaves that coupling out. Mind the order $f_{ji}$, which matters for complex orbitals, and antisymmetrise plain Coulomb integrals first: if $u_{pqrs}$ is the integral with orbitals $p,r$ on electron 1 and $q,s$ on electron 2, the first of each pair conjugated, then $v_{pqrs}=u_{pqrs}-u_{pqsr}$, with no factor $\tfrac12$.

## Commutators and contractions

**Densities.** $\langle MA\rangle=0$ if $M^\dagger\Phi=0$, and $\langle AM\rangle=0$ if $M\Phi=0$. Let $n_p$ be 1 for occupied $p$ and 0 otherwise. If $p$ is virtual, an expectation value with $a_p^\dagger$ leftmost vanishes. If $p$ is occupied, move $a_p^\dagger$ to the right:

$$a_p^\dagger a_q=\delta_{pq}-a_qa_p^\dagger,$$
$$a_p^\dagger a_q^\dagger a_sa_r=\delta_{rp}a_q^\dagger a_s-\delta_{sp}a_q^\dagger a_r-a_q^\dagger a_sa_ra_p^\dagger.$$

Hence $\langle a_p^\dagger a_q\rangle=\delta_{pq}n_p$ and

$$\Gamma_{pqrs}:=\langle a_p^\dagger a_q^\dagger a_sa_r\rangle=n_pn_q(\delta_{pr}\delta_{qs}-\delta_{ps}\delta_{qr}).$$

**Removing $E_0$.** For any operator $Y$,

$$a_i^\dagger a_ca_d^\dagger a_jY=\delta_{cd}(\delta_{ij}Y-a_ja_i^\dagger Y)+a_d^\dagger a_i^\dagger a_ca_jY.$$

The terms starting with $a_j$ and $a_d^\dagger$ have zero expectation value, leaving $\delta_{cd}\delta_{ij}\langle Y\rangle$. Taking $Y=H$ and $Y=1$ shows that the matrix element equals $\langle a_i^\dagger a_c[H,a_d^\dagger a_j]\rangle$.

**One-body part.** We have

$$[a_p^\dagger a_q,a_d^\dagger a_j]=\delta_{qd}a_p^\dagger a_j-\delta_{jp}a_d^\dagger a_q.$$

Moving $a_c$ right gives $\langle a_i^\dagger a_ca_p^\dagger a_r\rangle=\delta_{cp}\delta_{ir}$. Summation with $h$ yields $\delta_{ij}h_{cd}-\delta_{cd}h_{ji}$.

**Two-body part.** The commutator $[a_p^\dagger a_q^\dagger a_sa_r,a_d^\dagger a_j]$ is

$$\delta_{rd}a_p^\dagger a_q^\dagger a_sa_j-\delta_{sd}a_p^\dagger a_q^\dagger a_ra_j+\delta_{jq}a_d^\dagger a_p^\dagger a_sa_r-\delta_{jp}a_d^\dagger a_q^\dagger a_sa_r.$$

Moving $a_c$ right again,

$$\langle a_i^\dagger a_ca_p^\dagger a_q^\dagger a_sa_r\rangle=\delta_{cp}\Gamma_{iqrs}-\delta_{cq}\Gamma_{iprs}.$$

The first two commutator terms give four equal sums, by antisymmetry:

$$\sum_{qs}v_{cqds}\Gamma_{iqjs}=\delta_{ij}\sum_kv_{ckdk}-v_{cjdi}=\delta_{ij}\sum_kv_{ckdk}+v_{cjid}.$$

In the last two, $\Gamma_{idrs}=0$, so they give

$$-\tfrac12\delta_{cd}\sum_{qrs}v_{jqrs}\Gamma_{iqrs}=-\delta_{cd}\sum_kv_{jkik}.$$

Adding the one-body part completes $f_{cd}$ and $f_{ji}$.

## The Lean file

```lean
import Mathlib

open Matrix

namespace CISMatrix

noncomputable section

variable {ι n : Type*} [DecidableEq ι] [Fintype n] [DecidableEq n]

/-- The Kronecker delta of two spin orbitals. -/
def δ (p q : ι) : ℂ := if p = q then 1 else 0

/-- The occupation number of orbital `p`: one in the occupied set `O`, zero outside. -/
def occ (O : Finset ι) (p : ι) : ℂ := if p ∈ O then 1 else 0

/-- The canonical anticommutation relations for annihilators `a p` and creators `(a p)ᴴ`. -/
structure IsCAR (a : ι → Matrix n n ℂ) : Prop where
  ann : ∀ p q, a p * a q + a q * a p = 0
  mix : ∀ p q, a p * (a q)ᴴ + (a q)ᴴ * a p = δ p q • (1 : Matrix n n ℂ)

/-- `Φ` is a unit determinant with occupied set `O`: no occupied orbital can be filled again,
and no virtual orbital can be emptied. -/
structure IsDet (a : ι → Matrix n n ℂ) (O : Finset ι) (Φ : n → ℂ) : Prop where
  unit : star Φ ⬝ᵥ Φ = 1
  full : ∀ i ∈ O, (a i)ᴴ *ᵥ Φ = 0
  empty : ∀ c ∉ O, a c *ᵥ Φ = 0

/-- The expectation value `⟨Φ, A Φ⟩`, linear in the operator `A`. -/
def ev (Φ : n → ℂ) : Matrix n n ℂ →ₗ[ℂ] ℂ where
  toFun A := star Φ ⬝ᵥ (A *ᵥ Φ)
  map_add' A B := by rw [Matrix.add_mulVec, dotProduct_add]
  map_smul' k A := by simp [Matrix.smul_mulVec, dotProduct_smul]

/-- The two-body density `⟨Φ, a_p† a_q† a_s a_r Φ⟩`. -/
def pairDensity (a : ι → Matrix n n ℂ) (Φ : n → ℂ) (p q r s : ι) : ℂ :=
  ev Φ ((a p)ᴴ * (a q)ᴴ * a s * a r)

/-- The Hamiltonian `Σ h_pq a_p† a_q + ¼ Σ v_pqrs a_p† a_q† a_s a_r`. -/
def hamiltonian [Fintype ι] (a : ι → Matrix n n ℂ) (h : ι → ι → ℂ)
    (v : ι → ι → ι → ι → ℂ) : Matrix n n ℂ :=
  ∑ p, ∑ q, h p q • ((a p)ᴴ * a q) +
    (1 / 4 : ℂ) • ∑ p, ∑ q, ∑ r, ∑ s, v p q r s • ((a p)ᴴ * (a q)ᴴ * a s * a r)

/-- The Fock matrix `f_pq = h_pq + Σ_k v_pkqk`, with `k` running over occupied orbitals. -/
def fock (h : ι → ι → ℂ) (v : ι → ι → ι → ι → ℂ) (O : Finset ι) (p q : ι) : ℂ :=
  h p q + ∑ k ∈ O, v p k q k

variable {a : ι → Matrix n n ℂ} {O : Finset ι} {Φ : n → ℂ}

/-- The Kronecker delta is symmetric. -/
theorem δ_comm (p q : ι) : δ p q = δ q p := by simp [δ, eq_comm]

/-- Creators anticommute when the canonical anticommutation relations hold. -/
theorem creators_anticommute (hc : IsCAR a) (p q : ι) :
    (a p)ᴴ * (a q)ᴴ + (a q)ᴴ * (a p)ᴴ = 0 := by
  have h := congrArg conjTranspose (hc.ann q p)
  simpa only [conjTranspose_add, conjTranspose_mul, conjTranspose_zero] using h

omit [DecidableEq n] in
/-- A product has zero expectation value if the adjoint of its left factor, or its right
factor, annihilates the state. -/
theorem ev_eq_zero (M A : Matrix n n ℂ) :
    (Mᴴ *ᵥ Φ = 0 → ev Φ (M * A) = 0) ∧ (M *ᵥ Φ = 0 → ev Φ (A * M) = 0) := by
  constructor <;> intro h
  · have h' := congrArg star h
    rw [Matrix.star_mulVec, conjTranspose_conjTranspose, star_zero] at h'
    change star Φ ⬝ᵥ ((M * A) *ᵥ Φ) = 0
    rw [← Matrix.mulVec_mulVec, Matrix.dotProduct_mulVec, h', zero_dotProduct]
  · change star Φ ⬝ᵥ ((A * M) *ᵥ Φ) = 0
    rw [← Matrix.mulVec_mulVec, h, Matrix.mulVec_zero, dotProduct_zero]

/-- The one-body density of a unit determinant is diagonal, with the occupation numbers
on the diagonal. -/
theorem density_eq (hc : IsCAR a) (hΦ : IsDet a O Φ) (p q : ι) :
    ev Φ ((a p)ᴴ * a q) = δ p q * occ O p := by
  by_cases hp : p ∈ O
  · have h1 : ev Φ 1 = 1 := by
      change star Φ ⬝ᵥ ((1 : Matrix n n ℂ) *ᵥ Φ) = 1
      rw [Matrix.one_mulVec, hΦ.unit]
    rw [eq_sub_of_add_eq' (hc.mix q p), map_sub, map_smul, h1,
      (ev_eq_zero _ _).2 (hΦ.full p hp), δ_comm q p]
    simp [occ, hp]
  · rw [(ev_eq_zero _ _).1 (by rw [conjTranspose_conjTranspose]; exact hΦ.empty p hp)]
    simp [occ, hp]

/-- Wick's theorem for the two-body density of a unit determinant: direct minus exchange
contraction. -/
theorem pairDensity_eq (hc : IsCAR a) (hΦ : IsDet a O Φ) (p q r s : ι) :
    pairDensity a Φ p q r s =
      occ O p * (δ p r * (δ q s * occ O q) - δ p s * (δ q r * occ O q)) := by
  unfold pairDensity
  by_cases hp : p ∈ O
  · -- move the creator of the occupied orbital to the right, where it annihilates the state
    have e : (a p)ᴴ * (a q)ᴴ * a s * a r = δ r p • ((a q)ᴴ * a s) - δ s p • ((a q)ᴴ * a r)
        - (a q)ᴴ * a s * a r * (a p)ᴴ := by
      linear_combination (norm := noncomm_ring) creators_anticommute hc p q * a s * a r
        - (a q)ᴴ * hc.mix s p * a r + (a q)ᴴ * a s * hc.mix r p
    rw [e, map_sub, map_sub, map_smul, map_smul, (ev_eq_zero _ _).2 (hΦ.full p hp),
      density_eq hc hΦ, density_eq hc hΦ, δ_comm r p, δ_comm s p]
    simp [occ, hp]
  · rw [mul_assoc, mul_assoc,
      (ev_eq_zero _ _).1 (by rw [conjTranspose_conjTranspose]; exact hΦ.empty p hp)]
    simp [occ, hp]

variable {i j c d : ι}

/-- For a unit determinant `Φ`, `j` occupied and `d` virtual, the matrix element of `X - ⟨X⟩`
between `a_c† a_i Φ` and `a_d† a_j Φ` is the expectation value of `a_i† a_c [X, a_d† a_j]`. -/
theorem excited_eq_commutator (hc : IsCAR a) (hΦ : IsDet a O Φ) (hj : j ∈ O)
    (hd : d ∉ O) (X : Matrix n n ℂ) :
    star (((a c)ᴴ * a i) *ᵥ Φ) ⬝ᵥ ((X - ev Φ X • 1) *ᵥ (((a d)ᴴ * a j) *ᵥ Φ)) =
      ev Φ ((a i)ᴴ * a c * (X * ((a d)ᴴ * a j) - (a d)ᴴ * a j * X)) := by
  -- de-exciting towards the left returns the determinant itself
  have key : ∀ Y, ev Φ ((a i)ᴴ * a c * ((a d)ᴴ * a j * Y)) = δ c d * δ i j * ev Φ Y := by
    intro Y
    have e1 : (a i)ᴴ * a c * ((a d)ᴴ * a j * Y) = δ c d • ((a i)ᴴ * (a j * Y))
        + (a d)ᴴ * ((a i)ᴴ * a c * a j * Y) := by
      linear_combination (norm := noncomm_ring) (a i)ᴴ * hc.mix c d * a j * Y
        - creators_anticommute hc i d * a c * a j * Y
    have e2 : (a i)ᴴ * (a j * Y) = δ j i • Y - a j * ((a i)ᴴ * Y) := by
      linear_combination (norm := noncomm_ring) hc.mix j i * Y
    rw [e1, e2, map_add, map_smul, map_sub, map_smul, (ev_eq_zero _ _).1 (hΦ.full j hj),
      (ev_eq_zero _ _).1 (by rw [conjTranspose_conjTranspose]; exact hΦ.empty d hd),
      δ_comm j i, smul_eq_mul, smul_eq_mul]
    ring
  have k1 : ev Φ ((a i)ᴴ * a c * ((a d)ᴴ * a j)) = δ c d * δ i j := by
    have h1 : ev Φ 1 = 1 := by
      change star Φ ⬝ᵥ ((1 : Matrix n n ℂ) *ᵥ Φ) = 1
      rw [Matrix.one_mulVec, hΦ.unit]
    simpa only [mul_one, h1] using key 1
  rw [Matrix.star_mulVec, conjTranspose_mul, conjTranspose_conjTranspose,
    ← Matrix.dotProduct_mulVec, Matrix.mulVec_mulVec, Matrix.mulVec_mulVec]
  change ev Φ _ = _
  simp only [Matrix.mul_assoc] at key k1 ⊢
  simp only [sub_mul, mul_sub, map_sub, smul_mul_assoc, one_mul, mul_smul_comm, map_smul,
    smul_eq_mul, key, k1]
  ring

/-- The commutator expectation value for `a_p† a_q` in a unit determinant, with `i` occupied
and `c` virtual: a particle term minus a hole term. -/
theorem one_body (hc : IsCAR a) (hΦ : IsDet a O Φ) (hi : i ∈ O) (hcO : c ∉ O) (p q : ι) :
    ev Φ ((a i)ᴴ * a c * ((a p)ᴴ * a q * ((a d)ᴴ * a j) - (a d)ᴴ * a j * ((a p)ᴴ * a q))) =
      δ q d * (δ c p * δ i j) - δ j p * (δ c d * δ i q) := by
  have e : (a p)ᴴ * a q * ((a d)ᴴ * a j) - (a d)ᴴ * a j * ((a p)ᴴ * a q) =
      δ q d • ((a p)ᴴ * a j) - δ j p • ((a d)ᴴ * a q) := by
    linear_combination (norm := noncomm_ring) (a p)ᴴ * hc.mix q d * a j
      - creators_anticommute hc p d * a q * a j + (a d)ᴴ * (a p)ᴴ * hc.ann q j
      - (a d)ᴴ * hc.mix j p * a q
  have C : ∀ p r, ev Φ ((a i)ᴴ * a c * ((a p)ᴴ * a r)) = δ c p * δ i r := by
    intro p r
    have e' : (a i)ᴴ * a c * ((a p)ᴴ * a r) =
        δ c p • ((a i)ᴴ * a r) + (a i)ᴴ * (a p)ᴴ * a r * a c := by
      linear_combination (norm := noncomm_ring) (a i)ᴴ * hc.mix c p * a r
        - (a i)ᴴ * (a p)ᴴ * hc.ann c r
    rw [e', map_add, map_smul, (ev_eq_zero _ _).2 (hΦ.empty c hcO), density_eq hc hΦ]
    simp [occ, hi]
  rw [e, mul_sub, mul_smul_comm, mul_smul_comm, map_sub, map_smul, map_smul, C, C,
    smul_eq_mul, smul_eq_mul]

/-- The commutator expectation value for `a_p† a_q† a_s a_r` in a unit determinant, with
`c, d` virtual, reduces to two-body densities. -/
theorem two_body (hc : IsCAR a) (hΦ : IsDet a O Φ) (hcO : c ∉ O) (hd : d ∉ O)
    (p q r s : ι) :
    ev Φ ((a i)ᴴ * a c * ((a p)ᴴ * (a q)ᴴ * a s * a r * ((a d)ᴴ * a j)
        - (a d)ᴴ * a j * ((a p)ᴴ * (a q)ᴴ * a s * a r))) =
      δ r d * (δ c p * pairDensity a Φ i q j s - δ c q * pairDensity a Φ i p j s)
      - δ s d * (δ c p * pairDensity a Φ i q j r - δ c q * pairDensity a Φ i p j r)
      + δ c d * (δ j q * pairDensity a Φ i p r s - δ j p * pairDensity a Φ i q r s) := by
  have e : (a p)ᴴ * (a q)ᴴ * a s * a r * ((a d)ᴴ * a j)
      - (a d)ᴴ * a j * ((a p)ᴴ * (a q)ᴴ * a s * a r) =
      δ r d • ((a p)ᴴ * (a q)ᴴ * a s * a j) - δ s d • ((a p)ᴴ * (a q)ᴴ * a r * a j)
      + δ j q • ((a d)ᴴ * (a p)ᴴ * a s * a r) - δ j p • ((a d)ᴴ * (a q)ᴴ * a s * a r) := by
    linear_combination (norm := noncomm_ring) (a p)ᴴ * (a q)ᴴ * a s * hc.mix r d * a j
      - (a p)ᴴ * (a q)ᴴ * hc.mix s d * a r * a j
      + (a p)ᴴ * creators_anticommute hc q d * a s * a r * a j
      - creators_anticommute hc p d * (a q)ᴴ * a s * a r * a j
      + (a d)ᴴ * (a p)ᴴ * (a q)ᴴ * a s * hc.ann r j
      - (a d)ᴴ * (a p)ᴴ * (a q)ᴴ * hc.ann s j * a r
      + (a d)ᴴ * (a p)ᴴ * hc.mix j q * a s * a r
      - (a d)ᴴ * hc.mix j p * (a q)ᴴ * a s * a r
  -- contract the virtual annihilator with the creators on its right
  have C : ∀ p q r s, ev Φ ((a i)ᴴ * a c * ((a p)ᴴ * (a q)ᴴ * a s * a r)) =
      δ c p * pairDensity a Φ i q r s - δ c q * pairDensity a Φ i p r s := by
    intro p q r s
    have e' : (a i)ᴴ * a c * ((a p)ᴴ * (a q)ᴴ * a s * a r) =
        δ c p • ((a i)ᴴ * (a q)ᴴ * a s * a r) - δ c q • ((a i)ᴴ * (a p)ᴴ * a s * a r)
        + (a i)ᴴ * (a p)ᴴ * (a q)ᴴ * a s * a r * a c := by
      linear_combination (norm := noncomm_ring) (a i)ᴴ * hc.mix c p * (a q)ᴴ * a s * a r
        - (a i)ᴴ * (a p)ᴴ * hc.mix c q * a s * a r
        + (a i)ᴴ * (a p)ᴴ * (a q)ᴴ * hc.ann c s * a r
        - (a i)ᴴ * (a p)ᴴ * (a q)ᴴ * a s * hc.ann c r
    rw [e', map_add, map_sub, map_smul, map_smul, (ev_eq_zero _ _).2 (hΦ.empty c hcO),
      add_zero, smul_eq_mul, smul_eq_mul]
    rfl
  have Z : ∀ r s, pairDensity a Φ i d r s = 0 := by
    intro r s
    rw [pairDensity_eq hc hΦ]
    simp [occ, hd]
  simp only [e, mul_add, mul_sub, mul_smul_comm, map_add, map_sub, map_smul, smul_eq_mul, C, Z]
  ring

/-- The CIS matrix: for a unit determinant, a pair-antisymmetric interaction, occupied `i, j`
and virtual `c, d`, the matrix element of `H - E0` between single excitations is
`δ_ij f_cd - δ_cd f_ji + v_cjid`. -/
theorem cis_matrix [Fintype ι] (hc : IsCAR a) (hΦ : IsDet a O Φ) (h : ι → ι → ℂ)
    (v : ι → ι → ι → ι → ℂ) (hv : ∀ p q r s, v q p r s = -v p q r s)
    (hv' : ∀ p q r s, v p q s r = -v p q r s)
    (hi : i ∈ O) (hj : j ∈ O) (hcO : c ∉ O) (hd : d ∉ O) :
    star (((a c)ᴴ * a i) *ᵥ Φ) ⬝ᵥ
        ((hamiltonian a h v - ev Φ (hamiltonian a h v) • 1) *ᵥ (((a d)ᴴ * a j) *ᵥ Φ)) =
      δ i j * fock h v O c d - δ c d * fock h v O j i + v c j i d := by
  rw [excited_eq_commutator hc hΦ hj hd]
  obtain ⟨L, hL⟩ : ∃ L : Matrix n n ℂ →ₗ[ℂ] ℂ, ∀ X, L X =
      ev Φ ((a i)ᴴ * a c * (X * ((a d)ᴴ * a j) - (a d)ᴴ * a j * X)) :=
    ⟨ev Φ ∘ₗ LinearMap.mulLeft ℂ ((a i)ᴴ * a c) ∘ₗ
      (LinearMap.mulRight ℂ ((a d)ᴴ * a j) - LinearMap.mulLeft ℂ ((a d)ᴴ * a j)),
      fun _ => rfl⟩
  have oi : occ O i = 1 := by simp [occ, hi]
  have oj : occ O j = 1 := by simp [occ, hj]
  have hs : ∀ p q, ∑ k, v p k q k * occ O k = ∑ k ∈ O, v p k q k := by
    intro p q
    simp [occ]
  rw [← hL, hamiltonian]
  simp only [map_add, map_smul, map_sum]
  simp only [hL, one_body hc hΦ hi hcO, two_body hc hΦ hcO hd, pairDensity_eq hc hΦ, oi,
    one_mul, smul_eq_mul]
  -- collapse the Kronecker deltas
  simp only [mul_add, mul_sub, Finset.sum_add_distrib, Finset.sum_sub_distrib]
  simp only [δ, mul_ite, ite_mul, mul_one, one_mul, mul_zero, zero_mul, Finset.sum_ite_irrel,
    Finset.sum_const_zero, Finset.sum_ite_eq, Finset.sum_ite_eq', Finset.mem_univ, if_true, oj]
  -- bring all interaction elements to a common index order
  have A1 : ∀ x, v x c d x = -v c x d x := fun x => hv _ _ _ _
  have A2 : ∀ x, v c x x d = -v c x d x := fun x => hv' _ _ _ _
  have A3 : ∀ x, v x c x d = v c x d x := fun x => by rw [hv c x, A2, neg_neg]
  have B1 : ∀ x, v x j i x = -v j x i x := fun x => hv _ _ _ _
  have B2 : ∀ x, v j x x i = -v j x i x := fun x => hv' _ _ _ _
  have B3 : ∀ x, v x j x i = v j x i x := fun x => by rw [hv j x, B2, neg_neg]
  have D1 : v c j d i = -v c j i d := hv' _ _ _ _
  have D2 : v j c i d = -v c j i d := hv _ _ _ _
  have D3 : v j c d i = v c j i d := by rw [hv c j, D1, neg_neg]
  simp only [A1, A2, A3, B1, B2, B3, D1, D2, D3, neg_mul, Finset.sum_neg_distrib, hs, fock]
  split_ifs <;> ring

/-- Two modes on four states, with mode 0 filled and mode 1 empty, satisfy the
anticommutation relations and the determinant conditions. -/
theorem cis_witness :
    let a : Fin 2 → Matrix (Fin 4) (Fin 4) ℂ :=
      ![!![0, 1, 0, 0; 0, 0, 0, 0; 0, 0, 0, 1; 0, 0, 0, 0],
        !![0, 0, 1, 0; 0, 0, 0, -1; 0, 0, 0, 0; 0, 0, 0, 0]]
    IsCAR a ∧ IsDet a {0} ![0, 1, 0, 0] := by
  intro a
  refine ⟨⟨?_, ?_⟩, ⟨?_, ?_, ?_⟩⟩
  · intro p q
    fin_cases p <;> fin_cases q <;> ext x y <;> fin_cases x <;> fin_cases y <;>
      simp [a]
  · intro p q
    ext x y
    -- expand the products entrywise before inserting the explicit matrices
    simp only [Matrix.add_apply, Matrix.mul_apply, Matrix.conjTranspose_apply,
      Matrix.smul_apply]
    fin_cases p <;> fin_cases q <;> fin_cases x <;> fin_cases y <;>
      simp [a, δ, Fin.sum_univ_succ]
  · simp [dotProduct, Fin.sum_univ_succ]
  · intro i hi
    obtain rfl : i = 0 := by simpa using hi
    ext x
    fin_cases x <;> simp [a, Matrix.mulVec, dotProduct, Fin.sum_univ_succ]
  · intro c hc
    have h0 : c ≠ 0 := by simpa using hc
    obtain rfl : c = 1 := by omega
    ext x
    fin_cases x <;> simp [a, Matrix.mulVec, dotProduct, Fin.sum_univ_succ]

end

end CISMatrix
```

```lean
#print axioms CISMatrix.cis_matrix
```

```
'CISMatrix.cis_matrix' depends on axioms: [propext, Classical.choice, Quot.sound]
```

## What `cis_matrix` establishes

`IsCAR` holds the anticommutation relations and `IsDet` the conditions on $\Phi$; `O` is the occupied set. The expression `star x ⬝ᵥ y` is the inner product, conjugate-linear on the left, and `ev Φ` is $\langle\cdot\rangle$. The energy subtracted is the actual expectation value `ev Φ (hamiltonian a h v)`. The hypotheses `hv` and `hv'` are the two antisymmetries of $v$, which reflect fermionic exchange. Neither $h$ nor $v$ has to make $H$ Hermitian.

`ev_eq_zero`, `density_eq` and `pairDensity_eq` supply the densities; the last is Wick's theorem for this one four-operator product. `excited_eq_commutator` removes $E_0$, and `one_body` and `two_body` evaluate the commutators. Their `linear_combination` calls list the anticommutators used in each reordering, and `noncomm_ring` checks the algebra. In `cis_matrix`, the linear map `L` carries the expectation value through the sums, `simp` collapses the deltas, and the equalities `A1` to `D3` align the signs of $v$. `cis_witness` exhibits matrices and a state for one filled and one empty mode.

The theorem fixes the singles block only. It says nothing about the coupling of singles to $\Phi$, spin adaptation, rounding errors, or how well CIS approximates excitation energies.
